# At a fixed Fock matrix and electron number, aufbau filling minimises Tr(FD) even among fractional occupations

## A damped density meets a new Fock matrix

A damped self-consistent field (SCF) calculation mixes density matrices from successive iterations. A mixture of two different projectors is not a projector: some of its eigenvalues, the occupation numbers, lie strictly between 0 and 1. The next step builds a Fock matrix $F$ from this mixture, diagonalises it and fills the lowest orbitals. Could some fractional filling have given a lower $\mathrm{Tr}(FD)$ at the same electron number?

With $F$ held fixed, it could not. This concerns the linear, effectively non-interacting problem in a finite basis. Whether a minimiser of the full Hartree–Fock energy obeys the aufbau rule is a different question, because there $F$ changes with $D$.

## The statement and its Lean form

Let $F$ be a Hermitian matrix and $P$ a Hermitian projector commuting with $F$. The range of $P$ is the occupied space and its kernel the virtual space. Suppose $F\le\mu$ on the first and $F\ge\nu$ on the second, with $\mu,\nu$ real. Let $D$ be Hermitian with $0\le D\le 1$ and $\mathrm{Tr}\,D=\mathrm{Tr}\,P$. Then

$$\mathrm{Tr}(FD)-\mathrm{Tr}(FP)\;\ge\;(\nu-\mu)\,\mathrm{Tr}\big((1-P)D\big).$$

The trace on the right is the charge that $D$ promotes into the virtual space. Three consequences follow:

- If $\nu=\mu$, then $\mathrm{Tr}(FD)\ge\mathrm{Tr}(FP)$. The common value acts as a Fermi level separating filled from empty orbitals; if there is a gap, any energy in it can serve as both bounds.
- If $\nu\ge\mu$, the excess is at least $\frac{\nu-\mu}{2}\|D-P\|^2$, in the Frobenius norm.
- If $\nu>\mu$, only $D=P$ attains the minimum.

In Lean, `n` indexes a finite orthonormal basis of spin orbitals, so an overlap matrix must be transformed away first. `IsAufbau F P μ ν` collects the conditions on $F$ and $P$. Its bounds `occ` and `virt` are quadratic forms in unnormalised vectors; for a unit vector they bound the orbital energy expectation. They are assumed, as is the commutation; when $P$ is built from the lowest eigenvectors of $F$, all of these hold for some $\mu\le\nu$. The structure itself does not require $\mu\le\nu$, and without that condition $P$ need not be an aufbau filling.

`IsDensity D` says that $D$ and $1-D$ are positive semidefinite, which includes Hermiticity. `bandEnergy` is $\mathrm{Re}\,\mathrm{Tr}(FD)$, and the real part discards nothing for Hermitian matrices. In the eigenbasis of $F$ it is the sum of the orbital energies, each weighted by the corresponding diagonal element of $D$. It is not the Hartree–Fock total energy.

## Derivation by splitting the energy difference

Write $Q=1-P$.

**Positive traces.** If $A,B\ge0$, write $A$ as a sum of terms $C^\dagger C$. Each contributes $\mathrm{Tr}(C^\dagger CB)=\mathrm{Tr}(CBC^\dagger)\ge0$, so $\mathrm{Tr}(AB)\ge0$.

**Positive blocks.** For any vector $x$, $y=Px$ is in the occupied space, so
$$x^\dagger P(\mu-F)Px=\mu\,y^\dagger y-y^\dagger Fy\ge0.$$
Likewise $z=Qx$ is in the virtual space, and $x^\dagger Q(F-\nu)Qx=z^\dagger Fz-\nu\,z^\dagger z\ge0$.

**The identity.** Since $P^2=P$ and $FP=PF$,
$$P(\mu-F)P=\mu P-FP,\qquad Q(F-\nu)Q=F-FP-\nu Q.$$
Therefore
$$\begin{aligned}
&P(\mu-F)P(1-D)+Q(F-\nu)QD+(\nu-\mu)QD+\mu(D-P)\\
&=\mu P-\mu PD-FP+FPD+FD-FPD-\nu QD\\
&\quad+\nu QD-\mu QD+\mu D-\mu P\\
&=FD-FP,
\end{aligned}$$
where the last step uses $PD+QD=D$.

**The bound.** Take the trace. The first two terms are nonnegative, since $1-D\ge0$ and $D\ge0$. The last vanishes because the electron numbers agree. What remains is the promotion bound, and $\nu=\mu$ gives optimality.

**Distance and uniqueness.** From $\mathrm{Tr}(D(1-D))\ge0$ we get $\mathrm{Tr}\,D^2\le\mathrm{Tr}\,D=\mathrm{Tr}\,P$. Hence
$$\|D-P\|^2=\mathrm{Tr}\,D^2-2\,\mathrm{Tr}(PD)+\mathrm{Tr}\,P\le2\,\mathrm{Tr}(QD).$$
Multiplying by $(\nu-\mu)/2\ge0$ gives the quadratic bound. If $\nu>\mu$ and the energies are equal, the distance is zero and $D=P$.

For levels at $-1$ and $1$, both half filled so that $D=\mathrm{diag}(\frac12,\frac12)$, the excess is $0-(-1)=1$. The promotion bound gives $2\cdot\frac12=1$, an equality, while the distance bound gives $\frac12$.

## The same argument at fixed chemical potential

Set $\nu=\mu$ and move $\mu(D-P)$ to the left of the identity. The same two positive terms then give
$$\mathrm{Tr}\big((F-\mu)D\big)\ge\mathrm{Tr}\big((F-\mu)P\big)$$
without any condition on $\mathrm{Tr}\,D$. This grand-canonical variant is a by-hand corollary, not a theorem of the file.

## The slope in an optimal-damping step

Optimal damping moves from the current $D$ towards the aufbau projector $P$ of $F=F(D)$, along $D+\lambda(P-D)$ with $0\le\lambda\le1$. In the spin-orbital convention, the Hartree–Fock energy is quadratic in $\lambda$ with initial slope $\mathrm{Tr}(F(P-D))$. Optimality makes this slope nonpositive. A code can check the sign before choosing $\lambda$: a value positive beyond rounding error means that some hypothesis fails, for example through mismatched electron numbers, a wrong orbital filling or occupations of $D$ outside $[0,1]$. The check does not detect a Fock matrix left over from an earlier density if that same matrix supplies both $P$ and the slope, because the inequality holds for any Hermitian $F$.

## The complete Lean file

```lean
import Mathlib

open Matrix
open scoped ComplexOrder MatrixOrder

namespace AufbauFractional

variable {n : Type*} [Fintype n] [DecidableEq n]

/-- The band energy `Re Tr(F D)` of a density matrix `D` for the Fock matrix `F`. -/
noncomputable def bandEnergy (F D : Matrix n n ℂ) : ℝ := (trace (F * D)).re

/-- A density matrix with fractional occupations allowed: `0 ≤ D ≤ 1`. -/
structure IsDensity (D : Matrix n n ℂ) : Prop where
  nonneg : D.PosSemidef
  le_one : (1 - D).PosSemidef

/-- `P` is a Hermitian projector commuting with the Hermitian matrix `F`, with `F ≤ μ` on the
range of `P` (occupied space) and `F ≥ ν` on its kernel (virtual space). -/
structure IsAufbau (F P : Matrix n n ℂ) (μ ν : ℝ) : Prop where
  fock_herm : F.IsHermitian
  proj_herm : P.IsHermitian
  idem : P * P = P
  comm : F * P = P * F
  occ : ∀ x : n → ℂ, P *ᵥ x = x → (star x ⬝ᵥ F *ᵥ x).re ≤ μ * (star x ⬝ᵥ x).re
  virt : ∀ x : n → ℂ, P *ᵥ x = 0 → ν * (star x ⬝ᵥ x).re ≤ (star x ⬝ᵥ F *ᵥ x).re

/-- The trace of a product of two positive semidefinite matrices has nonnegative real part. -/
theorem trace_mul_nonneg {A B : Matrix n n ℂ} (hA : A.PosSemidef) (hB : B.PosSemidef) :
    0 ≤ (trace (A * B)).re := by
  have h : 0 ≤ A := Matrix.nonneg_iff_posSemidef.mpr hA
  clear hA
  rw [StarOrderedRing.nonneg_iff] at h
  -- a positive matrix is a sum of terms `C† C`
  induction h using AddSubmonoid.closure_induction with
  | mem x hx =>
    obtain ⟨C, rfl⟩ := hx
    have h := (hB.mul_mul_conjTranspose_same C).trace_nonneg
    have e : trace (star C * C * B) = trace (C * B * Cᴴ) := by
      rw [star_eq_conjTranspose, Matrix.mul_assoc, trace_mul_comm]
    change 0 ≤ (trace (star C * C * B)).re
    rw [e]
    exact (Complex.nonneg_iff.mp h).1
  | zero => simp
  | add x y _ _ hx hy =>
    rw [add_mul, trace_add, Complex.add_re]
    exact add_nonneg hx hy

omit [DecidableEq n] in
/-- If the Hermitian matrix `A` has nonnegative expectation values on the range of the Hermitian
matrix `R`, then `R A R` is positive semidefinite. -/
theorem compression_posSemidef {R A : Matrix n n ℂ} (hR : R.IsHermitian) (hA : A.IsHermitian)
    (h : ∀ x : n → ℂ, 0 ≤ (star (R *ᵥ x) ⬝ᵥ A *ᵥ (R *ᵥ x)).re) :
    (R * A * R).PosSemidef := by
  have hH : (R * A * R).IsHermitian := by
    change (R * A * R)ᴴ = R * A * R
    rw [conjTranspose_mul, conjTranspose_mul, hR.eq, hA.eq, Matrix.mul_assoc]
  refine Matrix.PosSemidef.of_dotProduct_mulVec_nonneg hH fun x => ?_
  have e : star (R *ᵥ x) ⬝ᵥ A *ᵥ (R *ᵥ x) = star x ⬝ᵥ (R * A * R) *ᵥ x := by
    rw [Matrix.star_mulVec, hR.eq, ← Matrix.dotProduct_mulVec]
    simp only [Matrix.mulVec_mulVec, Matrix.mul_assoc]
  -- expectation values of a Hermitian matrix are real
  have hs : star x ⬝ᵥ (R * A * R) *ᵥ x = star (star x ⬝ᵥ (R * A * R) *ᵥ x) := by
    calc star x ⬝ᵥ (R * A * R) *ᵥ x
        = star (star ((R * A * R) *ᵥ x) ⬝ᵥ x) := Matrix.star_dotProduct _ _
      _ = star (star x ⬝ᵥ (R * A * R) *ᵥ x) := by
        rw [Matrix.star_mulVec, hH.eq, ← Matrix.dotProduct_mulVec]
  have hre := h x
  rw [e] at hre
  exact Complex.nonneg_iff.mpr ⟨hre, (Complex.conj_eq_iff_im.mp hs.symm).symm⟩

/-- Splitting of `F D - F P` into an occupied part, a virtual part, a promotion part and a
multiple of `D - P`, for a projector `P` commuting with `F`. -/
theorem energy_splitting {F P : Matrix n n ℂ} (D : Matrix n n ℂ) (μ ν : ℝ)
    (hPP : P * P = P) (hc : F * P = P * F) :
    F * D - F * P = P * ((μ : ℂ) • 1 - F) * P * (1 - D)
      + (1 - P) * (F - (ν : ℂ) • 1) * (1 - P) * D
      + ((ν - μ : ℝ) : ℂ) • ((1 - P) * D) + (μ : ℂ) • (D - P) := by
  have hFPP : F * P * P = F * P := by rw [Matrix.mul_assoc, hPP]
  have h1 : P * ((μ : ℂ) • 1 - F) * P = (μ : ℂ) • P - F * P := by
    simp only [mul_sub, sub_mul, mul_smul_comm, smul_mul_assoc, mul_one, hPP, ← hc, hFPP]
  have h2 : (1 - P) * (F - (ν : ℂ) • 1) * (1 - P) = F - F * P - (ν : ℂ) • (1 - P) := by
    simp only [mul_sub, sub_mul, mul_smul_comm, smul_mul_assoc, mul_one, one_mul, hPP, ← hc,
      hFPP]
    module
  rw [h1, h2]
  simp only [sub_mul, mul_sub, smul_mul_assoc, mul_one, one_mul, Complex.ofReal_sub]
  module

/-- At equal electron number, the energy of a density matrix `D` minus that of the projector `P` is
at least `ν - μ` times the charge `Tr((1 - P) D)` that `D` places in the virtual space. -/
theorem promotion_bound {F P D : Matrix n n ℂ} {μ ν : ℝ} (h : IsAufbau F P μ ν)
    (hD : IsDensity D) (hN : trace D = trace P) :
    (ν - μ) * (trace ((1 - P) * D)).re ≤ bandEnergy F D - bandEnergy F P := by
  have hocc : (P * ((μ : ℂ) • 1 - F) * P).PosSemidef := by
    refine compression_posSemidef h.proj_herm ?_ fun x => ?_
    · change ((μ : ℂ) • (1 : Matrix n n ℂ) - F)ᴴ = _
      simp [conjTranspose_sub, conjTranspose_smul, h.fock_herm.eq]
    · have hx := h.occ (P *ᵥ x) (by rw [Matrix.mulVec_mulVec, h.idem])
      rw [Matrix.sub_mulVec, Matrix.smul_mulVec, Matrix.one_mulVec, dotProduct_sub,
        dotProduct_smul, smul_eq_mul, Complex.sub_re, Complex.re_ofReal_mul]
      linarith
  have hvirt : ((1 - P) * (F - (ν : ℂ) • 1) * (1 - P)).PosSemidef := by
    refine compression_posSemidef (Matrix.isHermitian_one.sub h.proj_herm) ?_ fun x => ?_
    · change (F - (ν : ℂ) • (1 : Matrix n n ℂ))ᴴ = _
      simp [conjTranspose_sub, conjTranspose_smul, h.fock_herm.eq]
    · have hx := h.virt ((1 - P) *ᵥ x) (by
        rw [Matrix.mulVec_mulVec, mul_sub, mul_one, h.idem, sub_self, Matrix.zero_mulVec])
      rw [Matrix.sub_mulVec (F), Matrix.smul_mulVec, Matrix.one_mulVec, dotProduct_sub,
        dotProduct_smul, smul_eq_mul, Complex.sub_re, Complex.re_ofReal_mul]
      linarith
  have p1 := trace_mul_nonneg hocc hD.le_one
  have p2 := trace_mul_nonneg hvirt hD.nonneg
  -- the multiple of `D - P` has no trace
  have t := congrArg (fun M => (trace M).re) (energy_splitting D μ ν h.idem h.comm)
  simp only [trace_add, trace_sub, trace_smul, hN, sub_self, add_zero, smul_eq_mul,
    Complex.add_re, Complex.sub_re, Complex.re_ofReal_mul, mul_zero] at t
  unfold bandEnergy
  linarith

/-- Aufbau filling is optimal among fractional occupations: every `D` with `0 ≤ D ≤ 1` and
`Tr D = Tr P` has at least the energy of the aufbau projector `P`. -/
theorem aufbau_optimal {F P D : Matrix n n ℂ} {μ : ℝ} (h : IsAufbau F P μ μ)
    (hD : IsDensity D) (hN : trace D = trace P) : bandEnergy F P ≤ bandEnergy F D := by
  have := promotion_bound h hD hN
  rw [sub_self, zero_mul] at this
  linarith

/-- If `μ ≤ ν` and the density matrix `D` has the electron number of the aufbau projector `P`, the
energy excess of `D` over `P` is at least half of `ν - μ` times the squared Frobenius distance
between `D` and `P`. -/
theorem aufbau_stability {F P D : Matrix n n ℂ} {μ ν : ℝ} (h : IsAufbau F P μ ν)
    (hgap : μ ≤ ν) (hD : IsDensity D) (hN : trace D = trace P) :
    (ν - μ) / 2 * (trace ((D - P)ᴴ * (D - P))).re ≤ bandEnergy F D - bandEnergy F P := by
  have hb := promotion_bound h hD hN
  -- fractional occupations satisfy `Tr D² ≤ Tr D`
  have hpos := trace_mul_nonneg hD.nonneg hD.le_one
  rw [mul_sub, mul_one, trace_sub, Complex.sub_re, hN] at hpos
  have e1 : trace ((D - P)ᴴ * (D - P))
      = trace (D * D) - trace (P * D) - trace (P * D) + trace P := by
    rw [conjTranspose_sub, hD.nonneg.isHermitian.eq, h.proj_herm.eq,
      show (D - P) * (D - P) = D * D - D * P - P * D + P * P by noncomm_ring,
      h.idem, trace_add, trace_sub, trace_sub, trace_mul_comm D P]
  have e2 : trace ((1 - P) * D) = trace P - trace (P * D) := by
    rw [sub_mul, one_mul, trace_sub, hN]
  have hs : (trace ((D - P)ᴴ * (D - P))).re ≤ 2 * (trace ((1 - P) * D)).re := by
    rw [e1, e2]
    simp only [Complex.add_re, Complex.sub_re]
    linarith
  have := mul_le_mul_of_nonneg_left hs (sub_nonneg.mpr hgap)
  linarith

/-- If `μ < ν`, a density matrix with the electron number of the aufbau projector `P` has the
same energy as `P` exactly when it equals `P`. -/
theorem aufbau_unique {F P D : Matrix n n ℂ} {μ ν : ℝ} (h : IsAufbau F P μ ν)
    (hgap : μ < ν) (hD : IsDensity D) (hN : trace D = trace P) :
    bandEnergy F D = bandEnergy F P ↔ D = P := by
  refine ⟨fun hE => ?_, fun hE => by rw [hE]⟩
  have hs := aufbau_stability h hgap.le hD hN
  rw [hE, sub_self] at hs
  have h0 := Complex.nonneg_iff.mp (posSemidef_conjTranspose_mul_self (D - P)).trace_nonneg
  have hre : (trace ((D - P)ᴴ * (D - P))).re = 0 := by
    refine le_antisymm ?_ h0.1
    by_contra hlt
    have := mul_pos (half_pos (sub_pos.mpr hgap)) (not_le.mp hlt)
    linarith
  have hz : trace ((D - P)ᴴ * (D - P)) = 0 := Complex.ext hre h0.2.symm
  exact sub_eq_zero.mp (Matrix.trace_conjTranspose_mul_self_eq_zero_iff.mp hz)

/-- Two levels at energies `-1` and `1`: the projector on the lower level and the density matrix
with both levels half filled meet the hypotheses with `μ = -1` and `ν = 1`. -/
theorem aufbau_witness :
    IsAufbau (diagonal ![(-1 : ℂ), 1]) (diagonal ![(1 : ℂ), 0]) (-1) 1 ∧
    IsDensity (diagonal ![(1 / 2 : ℂ), 1 / 2]) ∧
    trace (diagonal ![(1 / 2 : ℂ), 1 / 2]) = trace (diagonal ![(1 : ℂ), 0]) := by
  have hhalf : (diagonal ![(1 / 2 : ℂ), 1 / 2]).PosSemidef := by
    refine Matrix.PosSemidef.diagonal fun i => ?_
    fin_cases i <;> simp
  refine ⟨⟨?_, ?_, ?_, ?_, fun x hx => ?_, fun x hx => ?_⟩, ⟨hhalf, ?_⟩, ?_⟩
  · rw [Matrix.IsHermitian]
    ext i j
    fin_cases i <;> fin_cases j <;> simp
  · rw [Matrix.IsHermitian]
    ext i j
    fin_cases i <;> fin_cases j <;> simp
  · ext i j
    fin_cases i <;> fin_cases j <;> simp
  · ext i j
    fin_cases i <;> fin_cases j <;> simp
  · have h1 : 0 = x 1 := by simpa [Matrix.mulVec_diagonal] using congrFun hx 1
    simp [dotProduct, Fin.sum_univ_two, Matrix.mulVec_diagonal, ← h1]
  · have h0 : x 0 = 0 := by simpa [Matrix.mulVec_diagonal] using congrFun hx 0
    simp [dotProduct, Fin.sum_univ_two, Matrix.mulVec_diagonal, h0]
  · have e : 1 - diagonal ![(1 / 2 : ℂ), 1 / 2] = diagonal ![(1 / 2 : ℂ), 1 / 2] := by
      ext i j
      fin_cases i <;> fin_cases j <;> norm_num
    rw [e]
    exact hhalf
  · rw [trace_fin_two, trace_fin_two]
    norm_num

end AufbauFractional
```

```lean
#print axioms AufbauFractional.aufbau_optimal
#print axioms AufbauFractional.aufbau_unique
```

```
'AufbauFractional.aufbau_optimal' depends on axioms: [propext, Classical.choice, Quot.sound]
'AufbauFractional.aufbau_unique' depends on axioms: [propext, Classical.choice, Quot.sound]
```

## How the proof follows the derivation

`trace_mul_nonneg` does induction over the sums of terms $C^\dagger C$ that make up a positive matrix; cyclicity of the trace handles each term.

`compression_posSemidef` turns a bound on the range of $R$ into positivity of $RAR$. Positivity of a complex number in Lean also requires a zero imaginary part, which `hs` supplies from Hermiticity.

`energy_splitting` is the identity. Its steps `h1` and `h2` simplify the two blocks, and `module` collects the remaining terms.

`promotion_bound` applies the compression lemma to $P$ and to $1-P$, giving `hocc` and `hvirt`. The trace inequalities `p1` and `p2` follow, `t` is the trace of the identity, and `linarith` combines them. `aufbau_optimal` sets the two bounds equal.

In `aufbau_stability`, `hpos` is $\mathrm{Tr}\,D^2\le\mathrm{Tr}\,P$, `e1` expands the squared distance, and `hs` compares it with the promoted charge. `aufbau_unique` deduces that this distance vanishes, and a matrix with zero Frobenius norm is zero.

Finally, `aufbau_witness` checks that the two-level example satisfies the hypotheses, with a $D$ different from $P$.
